# In-phase and out-of-phase conductivity of the linearised Boltzmann equation from one real vector

In a finite, linearised Boltzmann model with real collision matrix `C` and real driving vector `b`, the conductivity at frequency `w` is `s(w) = bᵀ (C - i w I)⁻¹ b`, with no physical prefactors. The theorem `conductivity_parts` says that if `C - i w I` is invertible and a real vector `z` solves `C² z + w² z = b`, then the in-phase part `Re s(w)` is `b · C z` and the out-of-phase part `Im s(w)` is `w (b · z)`. Neither symmetry nor positivity of `C` is assumed. The attempt first shows that `C - i w I` sends the complex vector `C z + i w z` to `b`, then cancels the inverse to identify this vector as the response, and finally takes its dot product with `b` and reads off the two parts.

This version doesn't compile in Lean 4 with Mathlib:

```lean
import Mathlib

open Matrix
open scoped ComplexConjugate

namespace ConductivityParts

noncomputable section

variable {n : Type*} [Fintype n] [DecidableEq n]

/-- The matrix `C - i w I` of the linearised Boltzmann equation at frequency `w`. -/
def relaxationMatrix (C : Matrix n n ℝ) (w : ℝ) : Matrix n n ℂ :=
  C.map (fun r => (r : ℂ)) - (Complex.I * (w : ℂ)) • (1 : Matrix n n ℂ)

/-- The conductivity `s(w) = bᵀ (C - i w I)⁻¹ b`, for `C - i w I` invertible. -/
def conductivity (C : Matrix n n ℝ) (b : n → ℝ) (w : ℝ) : ℂ :=
  (fun i => (b i : ℂ)) ⬝ᵥ ((relaxationMatrix C w)⁻¹ *ᵥ fun i => (b i : ℂ))

/-- Acting on `u + i v`, the matrix `C - i w I` gives the in-phase part `C u + w v`
and the out-of-phase part `C v - w u`. -/
theorem relaxationMatrix_mulVec (C : Matrix n n ℝ) (w : ℝ) (u v : n → ℝ) :
    relaxationMatrix C w *ᵥ (fun i => (u i : ℂ) + (v i : ℂ) * Complex.I) =
      fun i => (((C *ᵥ u + w • v) i : ℝ) : ℂ) +
        (((C *ᵥ v - w • u) i : ℝ) : ℂ) * Complex.I := by
  ext i
  rw [relaxationMatrix, Matrix.sub_mulVec, Matrix.smul_mulVec, Matrix.one_mulVec]
  apply Complex.ext <;>
    simp [Matrix.mulVec, dotProduct, Complex.re_sum, Complex.im_sum]

/-- If `C - i w I` is invertible and `C² z + w² z = b`, then `Re s(w) = b · C z` and
`Im s(w) = w (b · z)`. -/
theorem conductivity_parts {C : Matrix n n ℝ} {b z : n → ℝ} {w : ℝ}
    (hM : IsUnit (relaxationMatrix C w)) (hz : C *ᵥ (C *ᵥ z) + w ^ 2 • z = b) :
    (conductivity C b w).re = b ⬝ᵥ C *ᵥ z ∧
      (conductivity C b w).im = w * (b ⬝ᵥ z) := by
  have h1 : C *ᵥ (C *ᵥ z) + w • w • z = b := by rw [← hz, smul_smul, sq]
  have h2 : C *ᵥ (w • z) - w • (C *ᵥ z) = 0 := by rw [Matrix.mulVec_smul, sub_self]
  -- the complex response is `C z + i w z`
  have hx : relaxationMatrix C w *ᵥ
      (fun i => (((C *ᵥ z) i : ℝ) : ℂ) + (((w • z) i : ℝ) : ℂ) * Complex.I) =
      fun i => (b i : ℂ) := by
    rw [relaxationMatrix_mulVec, h1, h2]
    simp
  have hs : conductivity C b w =
      ((b ⬝ᵥ C *ᵥ z : ℝ) : ℂ) + ((w * (b ⬝ᵥ z) : ℝ) : ℂ) * Complex.I := by
    rw [conductivity, ← congrArg (fun t => (relaxationMatrix C w)⁻¹ *ᵥ t) hx]
    simp only []
    rw [Matrix.mulVec_mulVec,
      Matrix.nonsing_inv_mul _ ((Matrix.isUnit_iff_isUnit_det _).mp hM), Matrix.one_mulVec]
    simp only [dotProduct, Complex.ofReal_sum, Complex.ofReal_mul, Pi.smul_apply,
      smul_eq_mul, mul_add, Finset.sum_add_distrib, Finset.mul_sum, Finset.sum_mul]
    congr 1
    exact Finset.sum_congr rfl fun i _ => by ring
  rw [hs]
  constructor <;> simp

end

end ConductivityParts
```

The compiler's answer:

```
Main.lean:48:4: error: `simp` made no progress
```

The error is at `simp only []`. With an empty lemma list, this call can do little more than basic reductions, such as applying a `fun` to its argument. It was placed to tidy up after the rewrite with `congrArg (fun t => ...) hx`, but that rewrite had already left the goal with no such application to reduce. `simp` fails when it changes nothing, so the proof stopped there.

The cure is that the repair has no `simp only []`. It proves the response formula separately as `hinv`: there `rw [← hx]` replaces `b` by the matrix acting on `C z + i w z`, and the same three lemmas as before cancel the inverse. Then `rw [conductivity, hinv]` puts the result into the conductivity. Stating `hinv` separately also does the job `congrArg` had done, of confining the use of `hx` to the `b` under the inverse and leaving the `b` on the left of the dot product alone. This part of the change is a rearrangement of the same argument, not a cure for a second reported error.

The repair, with which the file compiles:

```diff
@@ -45,8 +45,10 @@
   have hs : conductivity C b w =
       ((b ⬝ᵥ C *ᵥ z : ℝ) : ℂ) + ((w * (b ⬝ᵥ z) : ℝ) : ℂ) * Complex.I := by
-    rw [conductivity, ← congrArg (fun t => (relaxationMatrix C w)⁻¹ *ᵥ t) hx]
-    simp only []
-    rw [Matrix.mulVec_mulVec,
-      Matrix.nonsing_inv_mul _ ((Matrix.isUnit_iff_isUnit_det _).mp hM), Matrix.one_mulVec]
+    have hinv : (relaxationMatrix C w)⁻¹ *ᵥ (fun i => (b i : ℂ)) =
+        fun i => (((C *ᵥ z) i : ℝ) : ℂ) + (((w • z) i : ℝ) : ℂ) * Complex.I := by
+      rw [← hx, Matrix.mulVec_mulVec,
+        Matrix.nonsing_inv_mul _ ((Matrix.isUnit_iff_isUnit_det _).mp hM),
+        Matrix.one_mulVec]
+    rw [conductivity, hinv]
     simp only [dotProduct, Complex.ofReal_sum, Complex.ofReal_mul, Pi.smul_apply,
       smul_eq_mul, mul_add, Finset.sum_add_distrib, Finset.mul_sum, Finset.sum_mul]
```
